# Recovering One-Phonon Weights from a Multiphonon Spectrum of the Form $s_0e^{G(z)}$

Let $G(z)=\sum_k g_kz^k$ be a real polynomial with $G(0)=0$, let $s_0\neq0$, and let $s_n$ be the Taylor coefficients at zero of $S(z)=s_0e^{G(z)}$. Then

$$n\,s_n=\sum_{k=1}^{n}k\,g_k\,s_{n-k}\qquad(n\ge1),$$

and the numbers $s_0,s_1,s_2,\dots$ determine $G$ uniquely.

In nuclear resonant absorption, $s_n$ is the weight at energy transfer $n\varepsilon$ on a grid of spacing $\varepsilon$, and $s_0$ is the zero-phonon (Mössbauer) line. The coefficient $g_k$ is the one-phonon weight at $k\varepsilon$, relative to the zero-phonon line $s_0$; its absolute contribution is $s_0g_k$. The exponential form is assumed: it stands for a harmonic lattice in which all resonant nuclei have the same one-phonon spectrum along the beam; the $p$-phonon part is then $s_0G^p/p!$. Only non-negative powers of $z$ occur, so phonons are created but not absorbed, as at zero temperature. Within this discretised harmonic model, the result lets one-phonon weights extracted from a spectrum be compared with a lattice-dynamics calculation.

## Derivation from $S'=G'S$

The chain rule gives $S'(z)=G'(z)S(z)$. Differentiate this $m$ times with the Leibniz rule and set $z=0$:

$$S^{(m+1)}(0)=\sum_{j=0}^{m}\binom mj\,G^{(j+1)}(0)\,S^{(m-j)}(0).$$

Insert $G^{(j+1)}(0)=(j+1)!\,g_{j+1}$ and $S^{(i)}(0)=i!\,s_i$, then divide by $m!$. The factorials reduce to

$$(m+1)s_{m+1}=\sum_{j=0}^{m}(j+1)g_{j+1}s_{m-j}.$$

With $n=m+1$ and $k=j+1$ this is the recursion.

Since $G(0)=0$, the zeroth coefficient $S(0)$ is the prefactor $s_0$. In the recursion for channel $n+1$, the weight $g_{n+1}$ appears only in the last term, multiplied by $(n+1)s_0$. Hence

$$g_{n+1}=\frac{(n+1)s_{n+1}-\sum_{k=1}^{n}k\,g_k\,s_{n+1-k}}{(n+1)s_0}.$$

The right side contains only channel weights and $g_1,\dots,g_n$. If two spectra of this form agree in every channel, their prefactors agree, and induction shows that all their one-phonon weights agree too.

## Stripping a spectrum of four channels

Take $s_0=100$ counts, $g_1=0.4$, $g_2=0.1$ and no other one-phonon weights. The recursion gives

- $s_1=0.4\cdot100=40$,
- $2s_2=0.4\cdot40+2\cdot0.1\cdot100=36$, so $s_2=18$,
- $3s_3=0.4\cdot18+2\cdot0.1\cdot40=15.2$, so $s_3\approx5.07$.

In the other direction, $g_1=40/100=0.4$, $g_2=(36-16)/200=0.1$ and $g_3=(15.2-7.2-8)/300=0$. Of the 18 counts in channel 2, 10 are one-phonon and 8 are two-phonon. The total over all channels is $S(1)=100e^{0.5}\approx164.9$, so the normalised zero-phonon fraction is $e^{-0.5}\approx0.607$.

In a program the inversion is a single loop, with `s` the array of channel weights:

```python
for n in range(1, N + 1):
    g[n] = (n*s[n] - sum(k*g[k]*s[n-k] for k in range(1, n))) / (n*s[0])
```

The cost grows as $N^2$. With measured data, errors in the low channels enter every later step, and the division by `s[0]` amplifies them when the zero-phonon line is weak.

## Spectrum and channels as Lean objects

```lean
import Mathlib

open Polynomial

namespace MoessbauerMultiphonon

noncomputable section
```

The polynomial $G$ has type `ℝ[X]`, and `G.coeff k` is $g_k$. No sign is imposed on the coefficients, and the total weight is not normalised to one.

```lean
/-- Generating function `S(z) = s₀ exp(G(z))` of the multiphonon spectrum, with one-phonon
polynomial `G`. -/
def spectrumFn (s₀ : ℝ) (G : ℝ[X]) (z : ℝ) : ℝ := s₀ * Real.exp (G.eval z)
```

A channel weight is defined as an actual Taylor coefficient, $S^{(n)}(0)/n!$, so the recursion has to be proved and is not built into the definition.

```lean
/-- Weight of the spectrum in energy channel `n`: the `n`-th Taylor coefficient of the
generating function at zero. -/
def channel (s₀ : ℝ) (G : ℝ[X]) (n : ℕ) : ℝ :=
  iteratedDeriv n (spectrumFn s₀ G) 0 / (n.factorial : ℝ)
```

## Derivatives as polynomials times an exponential

The formal proof replaces the Leibniz sum by algebra on polynomials. Differentiating $Qe^G$ gives $(Q'+G'Q)e^G$, so differentiation acts on the prefactor through the map $D(Q)=Q'+G'Q$, called `dressed G`.

```lean
/-- The polynomial `Q' + G' Q`, the prefactor of `exp(G)` in the derivative of `Q exp(G)`. -/
def dressed (G Q : ℝ[X]) : ℝ[X] := derivative Q + derivative G * Q
```

This map satisfies $D(XQ)=X\,D(Q)+Q$. Repeated use moves $X$ to the left and leaves one extra term per step:

$$D^{n+1}(XQ+c)=X\,D^{n+1}Q+(n+1)D^nQ+c\,D^{n+1}1.$$

The induction applies $D$ once more to the formula for $n$. The `generalize` lines give names to the iterates, and `ring` then compares the two sides.

```lean
/-- The map `dressed G` applied `n + 1` times to `X Q + c`, written in terms of its iterates on `Q`
and on `1`. -/
theorem dressed_iterate (G Q : ℝ[X]) (c : ℝ) (n : ℕ) :
    (dressed G)^[n + 1] (X * Q + C c) =
      X * (dressed G)^[n + 1] Q + C ((n : ℝ) + 1) * (dressed G)^[n] Q
        + C c * (dressed G)^[n + 1] 1 := by
  induction n with
  | zero =>
    simp only [zero_add, Function.iterate_one, Function.iterate_zero_apply, dressed,
      derivative_add, derivative_mul, derivative_X, derivative_C, derivative_one,
      Nat.cast_zero, map_one]
    ring
  | succ n ih =>
    have hB : (dressed G)^[n + 1] Q = dressed G ((dressed G)^[n] Q) :=
      Function.iterate_succ_apply' _ n Q
    rw [Function.iterate_succ_apply' _ (n + 1) (X * Q + C c), ih,
      Function.iterate_succ_apply' _ (n + 1) Q,
      Function.iterate_succ_apply' _ (n + 1) (1 : ℝ[X]), hB]
    generalize (dressed G)^[n] Q = B
    generalize (dressed G)^[n + 1] (1 : ℝ[X]) = E
    simp only [dressed, derivative_mul, derivative_X, derivative_C,
      derivative_one, Nat.cast_add, Nat.cast_one, map_add, map_one]
    ring
```

The next lemma connects the algebra to the analytic definition. Its inner statement `key` is $S^{(n)}(z)=S(z)\,(D^n1)(z)$, proved for all $z$ because the induction step differentiates it. That step uses $S'=G'S$, recorded as `h1`, and the product rule.

```lean
/-- Each channel weight is `S(0)` times the value at zero of an iterated polynomial prefactor,
divided by `n!`. -/
theorem channel_eq (s₀ : ℝ) (G : ℝ[X]) (n : ℕ) :
    channel s₀ G n =
      spectrumFn s₀ G 0 * (((dressed G)^[n] 1).eval 0 / (n.factorial : ℝ)) := by
  have key : ∀ z, iteratedDeriv n (spectrumFn s₀ G) z =
      spectrumFn s₀ G z * ((dressed G)^[n] 1).eval z := by
    induction n with
    | zero => intro z; simp
    | succ n ih =>
      intro z
      -- the generating function obeys S' = S G'
      have h1 : HasDerivAt (spectrumFn s₀ G)
          (spectrumFn s₀ G z * (derivative G).eval z) z :=
        (((G.hasDerivAt z).exp).const_mul s₀).congr_deriv (by
          simp only [spectrumFn]; ring)
      rw [iteratedDeriv_succ, funext ih]
      refine (h1.fun_mul (((dressed G)^[n] 1).hasDerivAt z)).deriv.trans ?_
      rw [Function.iterate_succ_apply', dressed, eval_add, eval_mul]
      ring
  rw [channel, key, mul_div_assoc]
```

## The convolution rule

For a polynomial $Q$ with coefficients $q_k$, the $n$-th Taylor coefficient of $Qe^G$ is $\sum_{k=0}^nq_k$ times the $(n-k)$-th coefficient of $e^G$. Divided by $e^{G(0)}$, the $n$-th coefficient of $Qe^G$ is $(D^nQ)(0)/n!$, and the Lean statement is written directly in terms of these polynomial values.

The induction on $n$ runs over all $Q$ at once. It writes $Q=X\tilde Q+q_0$, where $\tilde Q$ is `divX Q`, and applies the previous formula for $D^{n+1}$. At $z=0$ the term carrying $X$ vanishes, and the factor $n+1$ cancels against $(n+1)!$. The induction hypothesis for $\tilde Q$ supplies the terms with $k\ge1$, and $q_0$ supplies the term with $k=0$.

```lean
/-- Convolution rule: the value at zero of the `n`-th iterate of `dressed G` on `Q`, divided by
`n!`, is the convolution of the coefficients of `Q` with the same quantities for `1`. -/
theorem taylor_convolution (G Q : ℝ[X]) (n : ℕ) :
    ((dressed G)^[n] Q).eval 0 / (n.factorial : ℝ) =
      ∑ k ∈ Finset.range (n + 1), Q.coeff k *
        (((dressed G)^[n - k] 1).eval 0 / ((n - k).factorial : ℝ)) := by
  induction n generalizing Q with
  | zero => simp [coeff_zero_eq_eval_zero]
  | succ n ih =>
    have hQ : Q = X * divX Q + C (Q.coeff 0) := by
      rw [mul_comm X]
      exact (divX_mul_X_add Q).symm
    -- split off the constant term of Q
    have h : ((dressed G)^[n + 1] Q).eval 0 =
        ((n : ℝ) + 1) * ((dressed G)^[n] (divX Q)).eval 0
          + Q.coeff 0 * ((dressed G)^[n + 1] 1).eval 0 := by
      conv_lhs => rw [hQ]
      rw [dressed_iterate]
      simp only [eval_add, eval_mul, eval_X, eval_C]
      ring
    have hn : (n : ℝ) + 1 ≠ 0 := by positivity
    have h2 := ih (divX Q)
    simp only [coeff_divX] at h2
    rw [Finset.sum_range_succ', h]
    simp only [Nat.add_sub_add_right, Nat.sub_zero]
    rw [← h2, Nat.factorial_succ]
    push_cast
    rw [add_div, mul_div_mul_left _ _ hn, mul_div_assoc]
```

## The recursion

Since $D(1)=G'$, we have $D^{m+1}1=D^mG'$. The convolution rule with $Q=G'$ therefore expands $(m+1)s_{m+1}$, and the coefficients of $G'$ are $(k+1)g_{k+1}$. The rest of the proof shifts the summation index so that it starts at 1.

The theorem requires neither $s_0\ne0$ nor $G(0)=0$. In general `channel s₀ G 0` is $s_0e^{G(0)}$, which is the quantity that enters the sum. At $n=0$ both sides are zero.

```lean
/-- Multiphonon recursion: `n s_n = ∑_{k=1}^n k g_k s_{n-k}`. -/
theorem multiphonon_recursion (s₀ : ℝ) (G : ℝ[X]) (n : ℕ) :
    (n : ℝ) * channel s₀ G n =
      ∑ k ∈ Finset.Icc 1 n, (k : ℝ) * G.coeff k * channel s₀ G (n - k) := by
  cases n with
  | zero => simp
  | succ m =>
    have hI : Finset.Icc 1 (m + 1) = Finset.Ico 1 (m + 2) := by
      ext k
      simp only [Finset.mem_Icc, Finset.mem_Ico]
      omega
    have hstep : (dressed G)^[m + 1] 1 = (dressed G)^[m] (derivative G) := by
      rw [Function.iterate_succ_apply,
        show dressed G 1 = derivative G by simp [dressed]]
    have hleft : ((m + 1 : ℕ) : ℝ) * channel s₀ G (m + 1) = spectrumFn s₀ G 0 *
        (((dressed G)^[m] (derivative G)).eval 0 / (m.factorial : ℝ)) := by
      rw [channel_eq, hstep, Nat.factorial_succ]
      push_cast
      field_simp
    -- S' = G' S, read off coefficient by coefficient
    rw [hleft, taylor_convolution, Finset.mul_sum, hI, Finset.sum_Ico_eq_sum_range,
      show m + 2 - 1 = m + 1 from rfl]
    apply Finset.sum_congr rfl
    intro k _
    rw [channel_eq, coeff_derivative, show m + 1 - (1 + k) = m - k by omega, add_comm 1 k]
    push_cast
    ring
```

## From channels back to phonons

The two hypotheses enter when the recursion is solved for $g_{n+1}$. Physically, `hs` says that a zero-phonon line is present, and `hG` says that $G$ has no weight at zero energy transfer, so channel 0 contains the zero-phonon line and nothing else. The proof splits off the last term of the sum, replaces channel 0 by $s_0$, and clears the denominator.

```lean
/-- Stripping formula: if `s₀ ≠ 0` and `G(0) = 0`, the one-phonon weight `g_{n+1}` is given by `s₀`,
the channel weights up to `n + 1` and the one-phonon weights `g_1, …, g_n`. -/
theorem onePhonon_inversion {s₀ : ℝ} {G : ℝ[X]} (hs : s₀ ≠ 0) (hG : G.eval 0 = 0) (n : ℕ) :
    G.coeff (n + 1) = (((n : ℝ) + 1) * channel s₀ G (n + 1) -
      ∑ k ∈ Finset.Icc 1 n, (k : ℝ) * G.coeff k * channel s₀ G (n + 1 - k)) /
        (((n : ℝ) + 1) * s₀) := by
  have h0 : channel s₀ G 0 = s₀ := by simp [channel, spectrumFn, hG]
  have hn : (n : ℝ) + 1 ≠ 0 := by positivity
  have h := multiphonon_recursion s₀ G (n + 1)
  rw [Finset.sum_Icc_succ_top (by omega), Nat.sub_self, h0] at h
  push_cast at h
  rw [eq_div_iff (mul_ne_zero hn hs)]
  linear_combination -h
```

A spectrum recorded only up to channel $N$ already fixes the one-phonon weights up to $N$. Channel 0 gives $s_0=t_0$, where $t_0$ is the prefactor of the second spectrum and $H$ its one-phonon polynomial. Strong induction then makes the two inversion formulas agree term by term. Of the two prefactors, only $s_0$ is assumed to be nonzero; $t_0\ne0$ follows.

```lean
/-- If `s₀ ≠ 0` and `G(0) = H(0) = 0`, two spectra that agree in the channels up to `N` have the
same prefactor and the same one-phonon weights up to `N`. -/
theorem onePhonon_eq_up_to {s₀ t₀ : ℝ} {G H : ℝ[X]} (hs : s₀ ≠ 0)
    (hG : G.eval 0 = 0) (hH : H.eval 0 = 0) (N : ℕ)
    (h : ∀ n ≤ N, channel s₀ G n = channel t₀ H n) :
    s₀ = t₀ ∧ ∀ k ≤ N, G.coeff k = H.coeff k := by
  have h0 : s₀ = t₀ := by
    simpa [channel, spectrumFn, hG, hH] using h 0 (Nat.zero_le N)
  rw [← h0] at h
  refine ⟨h0, fun k => ?_⟩
  induction k using Nat.strong_induction_on with
  | _ k ih =>
    intro hk
    cases k with
    | zero => rw [coeff_zero_eq_eval_zero, coeff_zero_eq_eval_zero, hG, hH]
    | succ n =>
      have hsum : ∑ k ∈ Finset.Icc 1 n, (k : ℝ) * G.coeff k * channel s₀ G (n + 1 - k) =
          ∑ k ∈ Finset.Icc 1 n, (k : ℝ) * H.coeff k * channel s₀ H (n + 1 - k) := by
        apply Finset.sum_congr rfl
        intro k hk'
        have hm := Finset.mem_Icc.1 hk'
        rw [ih k (by omega) (by omega), h (n + 1 - k) (by omega)]
      rw [onePhonon_inversion hs hG n, onePhonon_inversion hs hH n, h _ hk, hsum]
```

Applying this for every $N$ gives equality of all coefficients, hence $G=H$. The converse is substitution, so the final statement is an equivalence. It compares two spectra that both have the exponential form; it does not decide whether given data have that form.

```lean
/-- If `s₀ ≠ 0` and `G(0) = H(0) = 0`, two multiphonon spectra agree in all channels exactly when
their prefactors agree and their one-phonon polynomials agree. -/
theorem multiphonon_determines_onePhonon {s₀ t₀ : ℝ} {G H : ℝ[X]} (hs : s₀ ≠ 0)
    (hG : G.eval 0 = 0) (hH : H.eval 0 = 0) :
    (∀ n, channel s₀ G n = channel t₀ H n) ↔ s₀ = t₀ ∧ G = H := by
  constructor
  · intro h
    refine ⟨(onePhonon_eq_up_to hs hG hH 0 (fun n _ => h n)).1, ?_⟩
    ext k
    exact (onePhonon_eq_up_to hs hG hH k (fun n _ => h n)).2 k le_rfl
  · rintro ⟨h1, h2⟩ n
    rw [h1, h2]
```

## A single phonon line, and a shift that no channel detects

If all one-phonon weight $g$ sits in channel 1, then $D$ multiplies constants by $g$, so $D^n1=g^n$ and the channel weights are $s_0g^n/n!$. For $g\ge0$ and the normalised choice $s_0=e^{-g}$ this is a Poisson distribution.

```lean
/-- For a one-phonon spectrum with a single line, `G(z) = g z`, the channel weights are
`s₀ gⁿ / n!`. -/
theorem single_line_channel (s₀ g : ℝ) (n : ℕ) :
    channel s₀ (C g * X) n = s₀ * (g ^ n / (n.factorial : ℝ)) := by
  have h : (dressed (C g * X))^[n] 1 = C (g ^ n) := by
    induction n with
    | zero => simp
    | succ n ih =>
      rw [Function.iterate_succ_apply', ih, pow_succ', C_mul]
      simp [dressed]
  rw [channel_eq, h, eval_C]
  simp [spectrumFn]
```

The last theorem shows what the condition $G(0)=0$ does. Replacing $G$ by $G+c$ and $s_0$ by $s_0e^{-c}$ leaves the function $S$ itself unchanged, and with it every channel. Without a convention for $G(0)$, the spectrum would fix $G$ at best up to an additive constant.

```lean
/-- Adding a constant `c` to `G` and multiplying the prefactor by `exp(-c)` leaves every
channel unchanged. -/
theorem channel_shift (s₀ c : ℝ) (G : ℝ[X]) (n : ℕ) :
    channel (s₀ * Real.exp (-c)) (G + C c) n = channel s₀ G n := by
  have h : spectrumFn (s₀ * Real.exp (-c)) (G + C c) = spectrumFn s₀ G := by
    funext z
    simp only [spectrumFn, eval_add, eval_C]
    rw [mul_assoc, ← Real.exp_add, show -c + (eval z G + c) = eval z G by ring]
  simp only [channel, h]

end

end MoessbauerMultiphonon
```

```lean
#print axioms MoessbauerMultiphonon.multiphonon_determines_onePhonon
#print axioms MoessbauerMultiphonon.single_line_channel
#print axioms MoessbauerMultiphonon.channel_shift
```

```
'MoessbauerMultiphonon.multiphonon_determines_onePhonon' depends on axioms: [propext, Classical.choice, Quot.sound]
'MoessbauerMultiphonon.single_line_channel' depends on axioms: [propext, Classical.choice, Quot.sound]
'MoessbauerMultiphonon.channel_shift' depends on axioms: [propext, Classical.choice, Quot.sound]
```
